# A sum rule for the squared harmonic frequencies of four isotopologues substituted on disjoint coordinates

Suppose that the harmonic frequencies of a molecule are computed for four isotopologues: the parent, two singly substituted species and the doubly substituted one. In one of the four runs a mass is entered wrongly. The resulting frequencies still look plausible, and nothing in that list by itself gives the error away. A relation between the four lists can serve as a test.

Such a relation exists if all four species share one force-constant matrix and the two substitutions act on different coordinates. Write T for the sum of all squared frequencies of a species. Then

T(none) + T(A and B) = T(A) + T(B),

where A and B are the two sets of substituted coordinates. For harmonic frequency calculations with a common force field this is a consistency check on the masses and on the bookkeeping. It can't find an error in the force field that all four runs share, nor a wrong mass that is used consistently, for example the same wrong isotope mass in both runs where A is substituted.

## Coordinates, masses and the dynamical matrix

Number the Cartesian displacement coordinates of the nuclei by an index i from a finite set n. An atom moving in space contributes three coordinates, all with its mass.

In Lean 4 with Mathlib:

```lean
import Mathlib

open Matrix

namespace IsotopeSumRule

noncomputable section

variable {n : Type*} [Fintype n] [DecidableEq n]
```

Let H be the real matrix of force constants and M the diagonal matrix with the masses m_i on its diagonal. The harmonic equations of motion are M ẍ = −H x. A motion x(t) = v cos(ωt) solves them if H v = ω² M v, or equivalently

M⁻¹H v = ω² v.

The matrix M⁻¹H is called the dynamical matrix here. The same name is often used for the symmetric mass-weighted matrix M^(−1/2) H M^(−1/2). For positive masses the two are similar, so they have the same eigenvalues and the same trace.

```lean
/-- The dynamical matrix `M⁻¹ H` of a molecule with force-constant matrix `H` and
diagonal mass matrix `M`. -/
def dynamicalMatrix (m : n → ℝ) (H : Matrix n n ℝ) : Matrix n n ℝ :=
  (diagonal m)⁻¹ * H
```

In `dynamicalMatrix` the masses are a function `m : n → ℝ`, and `diagonal m` is M. The inverse is Mathlib's matrix inverse, which is the true inverse only for an invertible matrix; the theorems therefore assume positive masses. Because M is diagonal, the description fits Cartesian coordinates and not general internal coordinates, whose kinetic energy couples different coordinates.

Collect the mode vectors as columns of a matrix V and the squared frequencies w_i in a diagonal matrix Λ. All the mode equations together read

H V = M V Λ,

and the modes are complete if V is invertible.

```lean
/-- The columns of `V` are a complete set of normal modes with squared frequencies `w`:
they are linearly independent and solve `H v = ω² M v`. -/
structure IsNormalModes (H : Matrix n n ℝ) (m : n → ℝ) (V : Matrix n n ℝ)
    (w : n → ℝ) : Prop where
  complete : V.det ≠ 0
  secular : H * V = diagonal m * V * diagonal w
```

The field `secular` is the matrix equation, with `diagonal w` for Λ, and `complete` says that det V ≠ 0. The numbers w_i are squared frequencies, so an unstable direction enters with a negative value, and translations and rotations are counted among the modes. The columns of V need no normalisation.

Symmetry of H is not assumed, although a physical force-constant matrix has it. For symmetric H and positive masses, a complete set of real modes follows from diagonalising M^(−1/2) H M^(−1/2). Here the existence of the modes is a hypothesis wherever frequencies appear.

## Changing masses on a set of coordinates

Let m_i be the old masses and m'_i the new ones. Substitution on a set S gives the masses

m^S_i = m'_i if i is in S, and m^S_i = m_i otherwise.

The matrix H stays the same. This is the Born–Oppenheimer approximation at work: the electronic energy surface doesn't depend on the nuclear masses.

```lean
/-- Isotopic substitution: coordinates in `S` receive the new masses `m'`, all others
keep the masses `m`. -/
def substitute (m m' : n → ℝ) (S : Finset n) : n → ℝ :=
  fun i => if i ∈ S then m' i else m i
```

Old and new masses may differ from coordinate to coordinate, so A can stand for a deuterated hydrogen and B for a carbon-13 label. To replace a whole atom, S must contain all its coordinates; the definition itself also accepts sets that split an atom.

Each m^S_i is either an old or a new mass, hence positive if both are. The proof splits the definition into these two cases.

```lean
omit [Fintype n] in
/-- Isotopic substitution between positive masses gives positive masses. -/
theorem substitute_pos {m m' : n → ℝ} (hm : ∀ i, 0 < m i) (hm' : ∀ i, 0 < m' i)
    (S : Finset n) (i : n) : 0 < substitute m m' S i := by
  unfold substitute
  split_ifs
  · exact hm' i
  · exact hm i
```

## The trace contains only diagonal force constants

Since M is diagonal with positive entries, M⁻¹ is diagonal with entries 1/m_i. Multiplication from the left by M⁻¹ divides row i of H by m_i, so

(M⁻¹H)_ij = H_ij / m_i,

and the trace is

tr(M⁻¹H) = Σ_i H_ii / m_i.

Each mass appears in a term of its own. The sum rule rests on this separation.

```lean
/-- The trace of the dynamical matrix is the sum of the diagonal force constants, each
divided by the mass of its coordinate. -/
theorem trace_dynamicalMatrix (H : Matrix n n ℝ) {m : n → ℝ} (hm : ∀ i, 0 < m i) :
    (dynamicalMatrix m H).trace = ∑ i, H i i / m i := by
  -- for positive masses the inverse mass matrix is the diagonal of inverse masses
  have hinv : (diagonal m)⁻¹ = diagonal (fun i => (m i)⁻¹) := by
    apply Matrix.inv_eq_right_inv
    rw [diagonal_mul_diagonal, ← diagonal_one]
    exact congrArg diagonal (funext fun i => mul_inv_cancel₀ (hm i).ne')
  unfold dynamicalMatrix
  rw [hinv]
  simp only [Matrix.trace, Matrix.diag_apply, Matrix.diagonal_mul]
  exact Finset.sum_congr rfl fun i _ => by rw [div_eq_inv_mul]
```

The step `hinv` identifies the inverse by checking that M times the diagonal matrix of inverse masses is the identity, which uses m_i ≠ 0. The remaining lines read off the diagonal entries and write m_i⁻¹ H_ii as H_ii / m_i.

## Squared frequencies add up to the trace

Multiply H V = M V Λ from the left by M⁻¹:

M⁻¹H V = V Λ.

Multiply from the right by V⁻¹:

M⁻¹H = V Λ V⁻¹.

The trace is unchanged when factors are permuted cyclically, so

tr(M⁻¹H) = tr(V⁻¹ V Λ) = tr Λ = Σ_i w_i.

```lean
/-- The squared frequencies of a complete set of normal modes add up to the trace of the
dynamical matrix. -/
theorem sum_sq_frequencies {H V : Matrix n n ℝ} {m w : n → ℝ} (hm : ∀ i, 0 < m i)
    (h : IsNormalModes H m V w) : ∑ i, w i = (dynamicalMatrix m H).trace := by
  have hM : IsUnit (diagonal m).det := by
    rw [det_diagonal]
    exact isUnit_iff_ne_zero.mpr (Finset.prod_ne_zero_iff.mpr fun i _ => (hm i).ne')
  have hV : IsUnit V.det := isUnit_iff_ne_zero.mpr h.complete
  -- the modes diagonalise the dynamical matrix
  have hD : dynamicalMatrix m H * V = V * diagonal w := by
    unfold dynamicalMatrix
    rw [Matrix.mul_assoc, h.secular, Matrix.mul_assoc (diagonal m), ← Matrix.mul_assoc,
      Matrix.nonsing_inv_mul _ hM, Matrix.one_mul]
  -- the trace does not change under similarity
  have hS : dynamicalMatrix m H = V * diagonal w * V⁻¹ := by
    rw [← hD, Matrix.mul_assoc, Matrix.mul_nonsing_inv _ hV, Matrix.mul_one]
  rw [hS, Matrix.trace_mul_cycle, Matrix.nonsing_inv_mul _ hV, Matrix.one_mul,
    Matrix.trace_diagonal]
```

The steps `hM` and `hV` supply the invertibility of M and V. The determinant of M is the product of the masses, which is not zero. Then `hD` is the first displayed equation and `hS` the second, and `trace_mul_cycle` performs the cyclic permutation. Individual frequencies are never solved for.

## Balancing the four species coordinate by coordinate

Take any two sets A and B, overlapping or not, and compare the contributions of one coordinate i to the species substituted on A ∩ B, A ∪ B, A and B. Write o = H_ii / m_i for the old contribution and u = H_ii / m'_i for the new one.

- If i is in both sets, the balance is u + u = u + u.
- If i is only in A, it is o + u = u + o.
- If i is only in B, it is o + u = o + u.
- If i is in neither, it is o + o = o + o.

Summing over i gives

T(A ∩ B) + T(A ∪ B) = T(A) + T(B),

with T(S) the trace for the masses m^S.

```lean
/-- Inclusion–exclusion for isotopic substitution on two arbitrary sets of coordinates:
the traces for the union and the intersection add up to those for the two sets. -/
theorem trace_union_add_inter (H : Matrix n n ℝ) {m m' : n → ℝ}
    (hm : ∀ i, 0 < m i) (hm' : ∀ i, 0 < m' i) (A B : Finset n) :
    (dynamicalMatrix (substitute m m' (A ∩ B)) H).trace
      + (dynamicalMatrix (substitute m m' (A ∪ B)) H).trace
    = (dynamicalMatrix (substitute m m' A) H).trace
      + (dynamicalMatrix (substitute m m' B) H).trace := by
  have t := fun S : Finset n => trace_dynamicalMatrix H (substitute_pos hm hm' S)
  rw [t (A ∩ B), t (A ∪ B), t A, t B, ← Finset.sum_add_distrib,
    ← Finset.sum_add_distrib]
  -- each coordinate balances separately
  refine Finset.sum_congr rfl fun i _ => ?_
  by_cases hA : i ∈ A <;> by_cases hB : i ∈ B <;>
    simp [substitute, hA, hB]
  ring
```

The local statement `t` is the trace formula for an arbitrary set S. After the sums on each side are merged, `Finset.sum_congr` reduces the claim to a single coordinate, and the two `by_cases` produce the four cases above. Simplification settles three of them; the final `ring` exchanges the two terms in the case where i is only in A.

If A and B are disjoint, A ∩ B is empty, and substitution on the empty set leaves the parent molecule. The rule becomes

T(none) + T(A ∪ B) = T(A) + T(B).

```lean
/-- Sum rule for traces: for disjoint sets `A` and `B`, the unsubstituted and the doubly
substituted molecule together have the same trace as the two singly substituted ones. -/
theorem trace_sum_rule (H : Matrix n n ℝ) {m m' : n → ℝ}
    (hm : ∀ i, 0 < m i) (hm' : ∀ i, 0 < m' i) {A B : Finset n} (hAB : Disjoint A B) :
    (dynamicalMatrix m H).trace + (dynamicalMatrix (substitute m m' (A ∪ B)) H).trace
    = (dynamicalMatrix (substitute m m' A) H).trace
      + (dynamicalMatrix (substitute m m' B) H).trace := by
  have h := trace_union_add_inter H hm hm' A B
  have h0 : substitute m m' (∅ : Finset n) = m := by
    funext i
    simp [substitute]
  rwa [Finset.disjoint_iff_inter_eq_empty.mp hAB, h0] at h
```

The step `h0` says that empty substitution returns the old masses. The last line inserts this and the empty intersection into the preceding theorem.

Replacing each trace by the sum of squared frequencies gives

Σ_i w₀_i + Σ_i wAB_i = Σ_i wA_i + Σ_i wB_i.

```lean
/-- Isotope sum rule: for substitution on disjoint sets `A` and `B`, the squared
frequencies `w₀` (none) and `wAB` (both) have the same total as `wA` and `wB`. -/
theorem sq_frequency_sum_rule {H V₀ VA VB VAB : Matrix n n ℝ}
    {m m' w₀ wA wB wAB : n → ℝ} (hm : ∀ i, 0 < m i) (hm' : ∀ i, 0 < m' i)
    {A B : Finset n} (hAB : Disjoint A B)
    (h₀ : IsNormalModes H m V₀ w₀)
    (hA : IsNormalModes H (substitute m m' A) VA wA)
    (hB : IsNormalModes H (substitute m m' B) VB wB)
    (hU : IsNormalModes H (substitute m m' (A ∪ B)) VAB wAB) :
    ∑ i, w₀ i + ∑ i, wAB i = ∑ i, wA i + ∑ i, wB i := by
  rw [sum_sq_frequencies hm h₀, sum_sq_frequencies (substitute_pos hm hm' _) hA,
    sum_sq_frequencies (substitute_pos hm hm' _) hB,
    sum_sq_frequencies (substitute_pos hm hm' _) hU]
  exact trace_sum_rule H hm hm' hAB
```

The four hypotheses `h₀`, `hA`, `hB` and `hU` provide a complete set of modes for each species, all with the same `H`. The mode matrices and frequency lists are otherwise independent, and no matching of modes between isotopologues is needed. The proof applies `sum_sq_frequencies` four times and then the trace rule.

The equality concerns harmonic frequencies. Measured fundamentals contain anharmonic shifts and should not be expected to satisfy it exactly.

## Two blocks that each carry mass a or b

Now let every coordinate in a first block p have mass x, every coordinate in a second block q have mass y, and the remaining coordinates r have fixed masses s_i. Define

P = Σ_(i in p) H_ii, Q = Σ_(i in q) H_ii, R = Σ_(i in r) H_ii / s_i.

The trace formula gives

T(x, y) = P/x + Q/y + R.

Therefore both T(a, a) + T(b, b) and T(a, b) + T(b, a) equal

P/a + P/b + Q/a + Q/b + 2R.

```lean
/-- Two-mass form `T(a,a) + T(b,b) = T(a,b) + T(b,a)`: the coordinates consist of two
blocks, each carrying mass `a` or `b`, and spectators with fixed masses `s`. -/
theorem two_mass_sum_rule {p q r : Type*} [Fintype p] [Fintype q] [Fintype r]
    [DecidableEq p] [DecidableEq q] [DecidableEq r]
    (H : Matrix (p ⊕ (q ⊕ r)) (p ⊕ (q ⊕ r)) ℝ) {s : r → ℝ} (hs : ∀ i, 0 < s i)
    {a b : ℝ} (ha : 0 < a) (hb : 0 < b) :
    let T := fun x y : ℝ =>
      (dynamicalMatrix (Sum.elim (fun _ => x) (Sum.elim (fun _ => y) s)) H).trace
    T a a + T b b = T a b + T b a := by
  intro T
  have t : ∀ x y : ℝ, 0 < x → 0 < y → T x y =
      ∑ i, H (Sum.inl i) (Sum.inl i) / x
        + (∑ i, H (Sum.inr (Sum.inl i)) (Sum.inr (Sum.inl i)) / y
          + ∑ i, H (Sum.inr (Sum.inr i)) (Sum.inr (Sum.inr i)) / s i) := by
    intro x y hx hy
    have hpos : ∀ i : p ⊕ (q ⊕ r),
        0 < Sum.elim (fun _ => x) (Sum.elim (fun _ => y) s) i := by
      rintro (i | i | i)
      · exact hx
      · exact hy
      · exact hs i
    refine (trace_dynamicalMatrix H hpos).trans ?_
    simp only [Fintype.sum_sum_type, Sum.elim_inl, Sum.elim_inr]
  rw [t a a ha ha, t b b hb hb, t a b ha hb, t b a hb ha]
  ring
```

The index type `p ⊕ (q ⊕ r)` is the disjoint union of the three blocks, so disjointness is built into the coordinates. `Sum.elim` assigns the masses block by block. The local statement `t` is the formula for T(x, y), and `ring` compares the two sums. Any block may be empty. In this theorem T is a trace; `sum_sq_frequencies` turns it into a sum of squared frequencies for species with a complete set of modes.

## A diatomic molecule, with numbers

Two atoms on a line, joined by a bond of force constant k, have the potential energy k(x₀ − x₁)²/2, where x₀ and x₁ are the displacements of the atoms with masses m₁ and m₂. The force-constant matrix has rows (k, −k) and (−k, k).

The vector (1, 1) is a translation, and H maps it to zero. For the stretch (m₂, −m₁),

H (m₂, −m₁) = k(m₁ + m₂) (1, −1),
M (m₂, −m₁) = m₁m₂ (1, −1),

so its squared frequency is

ω² = k(m₁ + m₂)/(m₁m₂) = k(1/m₁ + 1/m₂).

Normalised so that vᵀMv = 1, the two modes are (1, 1)/√(m₁ + m₂) and (m₂, −m₁)/√(m₁m₂(m₁ + m₂)). The code uses the vectors without these factors.

For a numerical instance take k = 12, old masses 1 and 3, and new masses 2 and 4, in consistent units. The translation contributes zero, so T is the squared stretching frequency:

- masses (1, 3): T = 12 (1 + 1/3) = 16
- masses (2, 3): T = 12 (1/2 + 1/3) = 10
- masses (1, 4): T = 12 (1 + 1/4) = 15
- masses (2, 4): T = 12 (1/2 + 1/4) = 9

The parent and the doubly substituted species give 16 + 9 = 25, and the singly substituted ones give 10 + 15 = 25. The frequencies themselves don't balance: 4 + 3 = 7, whereas √10 + √15 ≈ 7.035. The squares are essential.

```lean
/-- A diatomic molecule on a line with bond force constant `k` has a uniform translation
of squared frequency zero and a stretch of squared frequency `k (m₁ + m₂) / (m₁ m₂)`. -/
theorem isNormalModes_witness (k : ℝ) {m₁ m₂ : ℝ} (h₁ : 0 < m₁) (h₂ : 0 < m₂) :
    IsNormalModes !![k, -k; -k, k] ![m₁, m₂] !![1, m₂; 1, -m₁]
      ![0, k * (m₁ + m₂) / (m₁ * m₂)] := by
  have h₁' := h₁.ne'
  have h₂' := h₂.ne'
  constructor
  · rw [det_fin_two_of]
    intro h
    linarith
  · ext i j
    fin_cases i <;> fin_cases j <;>
      simp [Matrix.mul_apply, Fin.sum_univ_two, diagonal_apply] <;>
      (try field_simp) <;> (try ring)
```

The theorem confirms the modes for every real k and all positive masses, and so provides modes for all four species of such an example. Its first part uses det V = −(m₁ + m₂) ≠ 0; its second checks the four entries of H V = M V Λ.

## What happens when the sets overlap

Take one oscillator with force constant 1, old mass 1 and new mass 2, and let A and B both be its only coordinate. The parent has T = 1. Substitution on A, on B or on their union gives the same species, with T = 1/2. The two sides of the disjoint rule are then

1 + 1/2 = 3/2 and 1/2 + 1/2 = 1.

The rule for arbitrary sets still holds, because its first term belongs to A ∩ B, which here is the substituted species and not the parent.

```lean
/-- Disjointness matters: for one oscillator with unit force constant, and masses 1 and 2,
the sum rule fails when both sets are the same single coordinate. -/
theorem sum_rule_fails_on_overlap :
    let m : Fin 1 → ℝ := fun _ => 1
    let m' : Fin 1 → ℝ := fun _ => 2
    let A : Finset (Fin 1) := Finset.univ
    (dynamicalMatrix m 1).trace + (dynamicalMatrix (substitute m m' (A ∪ A)) 1).trace
    ≠ (dynamicalMatrix (substitute m m' A) 1).trace
      + (dynamicalMatrix (substitute m m' A) 1).trace := by
  intro m m' A
  have hm : ∀ i, 0 < m i := fun _ => by norm_num [m]
  have hm' : ∀ i, 0 < m' i := fun _ => by norm_num [m']
  rw [Finset.union_self, trace_dynamicalMatrix 1 hm,
    trace_dynamicalMatrix 1 (substitute_pos hm hm' A)]
  norm_num [substitute, m, m', A]

end

end IsotopeSumRule
```

The `1` passed as the force-constant matrix is the 1 × 1 identity. The proof reduces A ∪ A to A, inserts the trace formula and compares the two numbers.

```lean
#print axioms IsotopeSumRule.sq_frequency_sum_rule
#print axioms IsotopeSumRule.two_mass_sum_rule
#print axioms IsotopeSumRule.sum_rule_fails_on_overlap
```

```
'IsotopeSumRule.sq_frequency_sum_rule' depends on axioms: [propext, Classical.choice, Quot.sound]
'IsotopeSumRule.two_mass_sum_rule' depends on axioms: [propext, Classical.choice, Quot.sound]
'IsotopeSumRule.sum_rule_fails_on_overlap' depends on axioms: [propext, Classical.choice, Quot.sound]
```
